# Löwdin-orthonormalised intrinsic atomic orbitals from an orthonormal minimal basis have the populations of the depolarised state

An atomic charge from intrinsic atomic orbitals (IAOs) is read off after two operations that can both mix functions of different atoms. A minimal set of atomic functions is first adapted to the occupied orbitals of the molecule, and the overlapping result is then orthonormalised. The question is what the charge then measures: it might depend on the part of the occupied orbitals outside the span of the minimal set, or on the orthonormalisation itself.

For an orthonormal minimal basis the answer is simple. Let $H$ be the space spanned by the large basis, $B\subseteq H$ the minimal space and $V\subseteq H$ the occupied space, with projectors $P_B$ and $O$. Projecting $V$ on $B$ gives the depolarised occupied space $W=P_BV$, with projector $O'$. From an orthonormal basis $e_i$ of $B$ one forms the IAOs

$$a_i=Ae_i,\qquad A=OO'+(1-O)(1-O'),$$

and from these Löwdin's orthonormal orbitals $f_i$. Then

$$\langle f_i,Of_j\rangle=\langle e_i,O'e_j\rangle .$$

The diagonal elements are populations per spin. For a closed-shell determinant, from Hartree–Fock or Kohn–Sham theory, one doubles them, sums over the functions of an atom and subtracts the sum from the nuclear charge. The charges are therefore those of the depolarised state, the closed-shell determinant that fills $W$, in the orthonormal minimal basis $e_i$.

## Linear independence makes the overlap matrix invertible

Löwdin's procedure takes orbitals $a_i$ with overlap matrix $S_{ij}=\langle a_i,a_j\rangle$, conjugate-linear in the first slot. With $R=S^{1/2}$, the positive square root, it forms

$$f_j=\sum_i (R^{-1})_{ij}\,a_i .$$

Physically, linear independence says that no orbital of the set is redundant. It enters through the quadratic form of $S$: for a coefficient vector $x\neq0$,

$$x^\dagger Sx=\Big\|\sum_k x_ka_k\Big\|^2>0 .$$

So $S$ is positive definite, and $(\det R)^2=\det S>0$ makes $R$ invertible.

In Lean, `H` is a complex inner product space and the finite type `ι` labels the orbitals. The notation `P[K]` stands for the orthogonal projector on a subspace `K`, and `CFC.sqrt` is the positive square root.

```lean
import Mathlib

open scoped InnerProductSpace MatrixOrder ComplexOrder
open Matrix

namespace IntrinsicAtomicOrbitalCharges

noncomputable section

local notation:max "P[" K "]" => Submodule.starProjection K

variable {H : Type*} [NormedAddCommGroup H] [InnerProductSpace ℂ H] {ι : Type*} [Fintype ι]

/-- The overlap matrix of a family of orbitals. -/
def overlap (a : ι → H) : Matrix ι ι ℂ := Matrix.of fun i j => ⟪a i, a j⟫_ℂ

/-- Löwdin's symmetric orthonormalisation `a S^(-1/2)` of linearly independent orbitals `a`
with overlap matrix `S`. -/
def loewdin [DecidableEq ι] (a : ι → H) (j : ι) : H :=
  ∑ i, (CFC.sqrt (overlap a))⁻¹ i j • a i
```

The next theorem is the positivity argument above: `h` identifies the quadratic form with a squared norm, and independence makes that norm nonzero.

```lean
/-- Linearly independent orbitals have a positive definite overlap matrix. -/
theorem overlap_posDef {a : ι → H} (ha : LinearIndependent ℂ a) : (overlap a).PosDef := by
  rw [Matrix.posDef_iff_dotProduct_mulVec]
  refine ⟨by ext i j; exact inner_conj_symm _ _, fun x hx => ?_⟩
  have hy : ∑ k, x k • a k ≠ 0 := fun h =>
    hx (funext (Fintype.linearIndependent_iff.mp ha x h))
  -- the quadratic form of the overlap is a squared norm
  have h : star x ⬝ᵥ (overlap a *ᵥ x) = ⟪∑ k, x k • a k, ∑ k, x k • a k⟫_ℂ := by
    rw [sum_inner]
    refine Finset.sum_congr rfl fun k _ => ?_
    rw [inner_smul_left, inner_sum]
    refine congrArg (star (x k) * ·) (Finset.sum_congr rfl fun l _ => ?_)
    rw [inner_smul_right]
    exact mul_comm _ _
  have hp : (0 : ℂ) < (‖∑ k, x k • a k‖ : ℂ) ^ 2 :=
    pow_pos (Complex.zero_lt_real.mpr (norm_pos_iff.mpr hy)) 2
  rw [h, inner_self_eq_norm_sq_to_K]
  exact hp
```

Without independence $S^{-1/2}$ does not exist. Lean's matrix inverse then returns zero, so `loewdin` would return zero vectors.

Overlaps of linear combinations are needed as well. If the columns of $X$ and $Y$ hold the coefficients of two sets of combinations of the $a_k$, expanding both sums gives the overlap matrix $X^\dagger SY$.

```lean
/-- The overlaps between two sets of linear combinations of orbitals, with coefficient matrices
`X` and `Y`, form the matrix `Xᴴ S Y`. -/
theorem inner_combination (a : ι → H) (X Y : Matrix ι ι ℂ) (i j : ι) :
    ⟪∑ k, X k i • a k, ∑ l, Y l j • a l⟫_ℂ = (Xᴴ * overlap a * Y) i j := by
  rw [sum_inner]
  simp only [inner_sum, inner_smul_left, inner_smul_right, Matrix.mul_apply,
    Matrix.conjTranspose_apply, Finset.sum_mul, overlap, Matrix.of_apply, starRingEnd_apply]
  rw [Finset.sum_comm]
  refine Finset.sum_congr rfl fun l _ => Finset.sum_congr rfl fun k _ => ?_
  ring
```

## Symmetry lets the orthonormalisation drop out

The next theorem is more general than the IAO problem, and in it `O` is any symmetric operator, not only the occupied projector. It assumes that $O$ maps the span of the orbitals into itself through a Hermitian matrix $D$:

$$Oa_j=\sum_k D_{kj}a_k,\qquad D^\dagger=D .$$

Symmetry of $O$ is the usual condition on an observable. By hand it is used once, to compare two expressions for the same matrix element:

$$\langle Oa_p,a_q\rangle=(D^\dagger S)_{pq}=(DS)_{pq},\qquad \langle a_p,Oa_q\rangle=(SD)_{pq}.$$

Hence $SD=DS$. Since $R$ is a function of $S$, it commutes with $D$ too. The action on a Löwdin orbital is $Of_j=\sum_k(DR^{-1})_{kj}a_k$, so the matrix of $O$ in the $f_i$ is

$$R^{-1}S\,DR^{-1}=R^{-1}R\,(RD)\,R^{-1}=DRR^{-1}=D .$$

```lean
/-- If a symmetric operator acts on linearly independent orbitals through a Hermitian matrix `D`,
then `D` is also its matrix in the Löwdin-orthonormalised orbitals. -/
theorem loewdin_matrix_element [DecidableEq ι] {a : ι → H} (ha : LinearIndependent ℂ a)
    (O : H →L[ℂ] H) (hO : ∀ x y, ⟪O x, y⟫_ℂ = ⟪x, O y⟫_ℂ) {D : Matrix ι ι ℂ}
    (hD : D.IsHermitian) (hact : ∀ j, O (a j) = ∑ k, D k j • a k) (i j : ι) :
    ⟪loewdin a i, O (loewdin a j)⟫_ℂ = D i j := by
  have hS := overlap_posDef ha
  have hsq := CFC.sqrt_mul_sqrt_self (overlap a) (Matrix.nonneg_iff_posSemidef.mpr hS.posSemidef)
  have hR := Matrix.nonneg_iff_posSemidef.mp (CFC.sqrt_nonneg (overlap a))
  have hu : IsUnit (CFC.sqrt (overlap a)).det := by
    refine isUnit_iff_ne_zero.mpr fun h0 => hS.det_pos.ne' ?_
    rw [← hsq, Matrix.det_mul, h0, zero_mul]
  -- as the operator is symmetric and `D` Hermitian, `D` commutes with the overlap and its root
  have hSD : overlap a * D = D * overlap a := by
    nth_rewrite 2 [← hD.eq]
    ext p q
    have h := hO (a p) (a q)
    rw [hact p, hact q] at h
    simp only [sum_inner, inner_sum, inner_smul_left, inner_smul_right] at h
    rw [Matrix.mul_apply, Matrix.mul_apply]
    calc _ = ∑ k, D k q * ⟪a p, a k⟫_ℂ := Finset.sum_congr rfl fun k _ => mul_comm _ _
      _ = _ := h.symm
  have hRD : Commute (CFC.sqrt (overlap a)) D := by
    unfold CFC.sqrt
    exact Commute.cfcₙ_nnreal hSD _
  have hf : O (loewdin a j) = ∑ k, (D * (CFC.sqrt (overlap a))⁻¹) k j • a k := by
    simp only [loewdin, map_sum, map_smul, hact, Finset.smul_sum, smul_smul, Matrix.mul_apply,
      Finset.sum_smul]
    rw [Finset.sum_comm]
    refine Finset.sum_congr rfl fun k _ => Finset.sum_congr rfl fun l _ => ?_
    rw [mul_comm]
  have hM : ∀ R S : Matrix ι ι ℂ, R * R = S → IsUnit R.det → R * D = D * R →
      R⁻¹ * S * (D * R⁻¹) = D := by
    rintro R _ rfl hu h
    calc R⁻¹ * (R * R) * (D * R⁻¹) = R⁻¹ * R * (R * D) * R⁻¹ := by simp only [Matrix.mul_assoc]
      _ = D := by
        rw [Matrix.nonsing_inv_mul _ hu, one_mul, h, Matrix.mul_assoc,
          Matrix.mul_nonsing_inv _ hu, mul_one]
  rw [hf]
  unfold loewdin
  rw [inner_combination, Matrix.conjTranspose_nonsing_inv, hR.isHermitian.eq]
  exact congrArg (fun M : Matrix ι ι ℂ => M i j) (hM _ _ hsq hu hRD)
```

In the proof, `hSD` is the comparison of matrix elements, and `hRD` passes the commutation on to the square root through the functional calculus. `hf` gives the action on a Löwdin orbital, and `hM` is the final matrix product.

Neither condition can be dropped on its own, though symmetry matters only on the span of the orbitals. In an orthonormal family, an operator that maps the span into itself has a Hermitian matrix exactly when it is symmetric there. If only one of $O$ and $D$ has the property, the two matrices can't agree.

Taking $O=1$ and $D=1$ shows that the Löwdin orbitals are orthonormal.

```lean
/-- Löwdin's procedure turns linearly independent orbitals into orthonormal ones. -/
theorem loewdin_orthonormal [DecidableEq ι] {a : ι → H} (ha : LinearIndependent ℂ a) :
    Orthonormal ℂ (loewdin a) := by
  rw [orthonormal_iff_ite]
  intro i j
  exact (loewdin_matrix_element ha 1 (fun _ _ => rfl) Matrix.isHermitian_one
    (fun j => by simp [Matrix.one_apply]) i j).trans Matrix.one_apply
```

## The minimal space lies inside the large one

The type `B : Submodule ℂ H` contains a physical assumption: every minimal function can be expanded exactly in the large basis. Finite dimension, the normal situation in a basis-set calculation, guarantees that each subspace has an orthogonal projector. The occupied space `V` is an arbitrary subspace and need not come from a self-consistent calculation.

```lean
variable [FiniteDimensional ℂ H] {B : Submodule ℂ H} (V : Submodule ℂ H)

/-- The depolarised occupied space: the projection of the occupied space `V` on the minimal
space `B`. -/
def depolarised (B V : Submodule ℂ H) : Submodule ℂ H := V.map (P[B] : H →ₗ[ℂ] H)
```

Here `depolarised B V` is the space $W$, not a state or an operator. The map $A$ sends the part of a minimal function in $W$ to the occupied space, and the rest to the orthogonal complement of $V$.

```lean
/-- The operator `O O' + (1 - O)(1 - O')`, where `O` projects on the occupied space and `O'` on
the depolarised occupied space. -/
def iaoMap (B V : Submodule ℂ H) : H →L[ℂ] H :=
  P[V] ∘L P[depolarised B V] + (1 - P[V]) ∘L (1 - P[depolarised B V])

/-- The intrinsic atomic orbitals, before orthonormalisation, made from an orthonormal basis of
the minimal space. -/
def iao (e : OrthonormalBasis ι ℂ B) (i : ι) : H := iaoMap B V (e i)
```

By hand, the inclusion $B\subseteq H$ is used when $A$ and $O'$ act directly on $e_i$. If a minimal function lay partly outside $H$, it would first have to be projected into $H$. This shortens it, so the projected functions would no longer be orthonormal.

## Injectivity on the occupied space is not assumed

One might expect to need the condition that $P_B$ be injective on $V$, meaning that no occupied orbital is orthogonal to the whole minimal space. The identity holds without it, because the IAOs are linearly independent in any case.

To see this, let $x\in B$ with $Ax=0$. The two terms of $Ax$ lie in $V$ and in its orthogonal complement, so each vanishes:

$$OO'x=0,\qquad (1-O)(x-O'x)=0 .$$

Since $O'x\in W$, there is a $v\in V$ with $O'x=P_Bv$. Then

$$\|P_Bv\|^2=\langle v,P_Bv\rangle=\langle Ov,P_Bv\rangle=\langle v,OP_Bv\rangle=0,$$

so $O'x=0$. The second equation now says $x\in V$. As $x$ is also in $B$, we have $x=P_Bx\in W$, and therefore $x=O'x=0$. Thus $A$ is injective on $B$ and carries the independent $e_i$ to independent $a_i$.

```lean
/-- Projecting twice on a subspace is the same as projecting once. -/
theorem proj_proj (K : Submodule ℂ H) (x : H) : P[K] (P[K] x) = P[K] x :=
  Submodule.starProjection_eq_self_iff.mpr (K.starProjection_apply_mem x)

/-- The intrinsic atomic orbitals are linearly independent. -/
theorem iao_linearIndependent (e : OrthonormalBasis ι ℂ B) : LinearIndependent ℂ (iao V e) := by
  have split : ∀ p y : H, P[V] p + (y - P[V] y) = 0 → P[V] p = 0 ∧ P[V] y = y := by
    intro p y h
    have h' := congrArg P[V] h
    rw [map_add, map_sub, proj_proj, proj_proj, sub_self, add_zero, map_zero] at h'
    rw [h', zero_add, sub_eq_zero] at h
    exact ⟨h', h.symm⟩
  -- the IAO operator is injective on the minimal space
  have inj : ∀ x ∈ B, iaoMap B V x = 0 → x = 0 := by
    intro x hx h
    obtain ⟨h1, h2⟩ := split (P[depolarised B V] x) (x - P[depolarised B V] x) h
    have hp : P[depolarised B V] x = 0 := by
      obtain ⟨v, hv, hvp⟩ := (depolarised B V).starProjection_apply_mem x
      change P[B] v = _ at hvp
      rw [← hvp] at h1 ⊢
      rw [← inner_self_eq_zero (𝕜 := ℂ), B.inner_starProjection_left_eq_right, proj_proj,
        ← Submodule.starProjection_eq_self_iff.mpr hv, V.inner_starProjection_left_eq_right,
        Submodule.starProjection_eq_self_iff.mpr hv, h1, inner_zero_right]
    rw [hp, sub_zero] at h2
    have hxW : x ∈ depolarised B V :=
      ⟨x, Submodule.starProjection_eq_self_iff.mp h2, Submodule.starProjection_eq_self_iff.mpr hx⟩
    rw [← Submodule.starProjection_eq_self_iff.mpr hxW, hp]
  have he : Orthonormal ℂ (fun i => (e i : H)) := e.orthonormal.comp_linearIsometry B.subtypeₗᵢ
  rw [Fintype.linearIndependent_iff]
  intro g hg
  refine Fintype.linearIndependent_iff.mp he.linearIndependent g (inj _ ?_ ?_)
  · exact B.sum_mem fun i _ => B.smul_mem _ (e i).2
  · simpa only [iao, map_sum, map_smul] using hg
```

In Lean, `split` separates the two components, `hp` is the norm calculation and `hxW` places $x$ in $W$. The last lines transfer injectivity from vectors to the family of orbitals.

Injectivity does matter for the electron count, a question that the theorems leave open. The populations per spin sum to the trace of $O'$, which is $\dim W$, and by rank–nullity this equals $\dim V$ exactly when $P_B$ is injective on $V$. The electrons of an occupied orbital orthogonal to $B$ are missing from the populations.

## An orthonormal minimal basis fixes the reference populations

The type `OrthonormalBasis ι ℂ B` says that the $e_i$ are orthonormal and span $B$. Physically, they are minimal atomic functions whose mutual overlaps have already been removed.

Put $D_{ij}=\langle e_i,O'e_j\rangle$, which is Hermitian because $O'$ is symmetric. Since $W\subseteq B$, the vector $O'e_j$ can be expanded in the basis:

$$O'e_j=\sum_k D_{kj}e_k .$$

Moreover $O(1-O)=0$ and $(1-O')O'=0$, which gives

$$OA=OO'=AO' .$$

Together these yield

$$Oa_j=OAe_j=AO'e_j=\sum_k D_{kj}a_k .$$

This is the action required earlier, with independent orbitals, a symmetric operator and a Hermitian matrix. The matrix of $O$ in the $f_i$ is therefore $D$.

```lean
/-- The occupied projector has the same matrix in the Löwdin-orthonormalised intrinsic atomic
orbitals as the depolarised projector has in the orthonormal basis of the minimal space. -/
theorem iao_density_eq_depolarised [DecidableEq ι] (e : OrthonormalBasis ι ℂ B) (i j : ι) :
    ⟪loewdin (iao V e) i, P[V] (loewdin (iao V e) j)⟫_ℂ =
      ⟪(e i : H), P[depolarised B V] (e j)⟫_ℂ := by
  have hle : depolarised B V ≤ B := by
    rintro _ ⟨v, _, rfl⟩
    exact B.starProjection_apply_mem v
  refine loewdin_matrix_element (iao_linearIndependent V e) P[V]
    (fun x y => V.inner_starProjection_left_eq_right x y)
    (D := Matrix.of fun i j => ⟪(e i : H), P[depolarised B V] (e j)⟫_ℂ) ?_ ?_ i j
  · ext p q
    exact (inner_conj_symm _ _).trans
      ((depolarised B V).inner_starProjection_left_eq_right _ _)
  · intro q
    -- `O A = A O'`, and `O' e_q` is expanded in the basis `e`
    have hc : P[V] (iaoMap B V (e q)) = iaoMap B V (P[depolarised B V] (e q)) := by
      simp [iaoMap, proj_proj]
    have h := congrArg B.subtype (e.sum_repr' ⟨P[depolarised B V] (e q),
      hle ((depolarised B V).starProjection_apply_mem _)⟩)
    simp only [map_sum, map_smul, Submodule.subtype_apply, Submodule.coe_inner] at h
    change P[V] (iaoMap B V (e q)) = _
    rw [hc]
    nth_rewrite 1 [← h]
    simp only [map_sum, map_smul, iao, Matrix.of_apply]

end

end IntrinsicAtomicOrbitalCharges
```

The theorem covers every pair `i`, `j`, so the off-diagonal elements agree along with the populations. In the proof, `hle` is the inclusion $W\subseteq B$, `hc` is $OA=AO'$ on a basis vector, and `h` is the expansion of $O'e_q$. The call to `loewdin_matrix_element` comes before the last two and leaves two things to prove: that $D$ is Hermitian, and that $O$ acts on the $a_j$ through $D$.

Without orthonormality the identity can fail. Take $V=B=H$, so that $O$, $O'$ and $A$ are all the identity. The left side is then $\delta_{ij}$, while the right side is the overlap $\langle e_i,e_j\rangle$. In this case the identity holds only for an orthonormal basis.

This is the step between the theorem and common practice. Free-atom functions on different centres overlap, and IAOs are often built from them directly, with a single orthonormalisation at the end. The resulting orbitals span the same space as the $f_i$ but can differ from them by a unitary mixing, which can shift populations between atoms. The theorem applies when the minimal functions are orthonormalised before $A$ acts.

```lean
#print axioms IntrinsicAtomicOrbitalCharges.loewdin_orthonormal
#print axioms IntrinsicAtomicOrbitalCharges.iao_density_eq_depolarised
```

```
'IntrinsicAtomicOrbitalCharges.loewdin_orthonormal' depends on axioms: [propext, Classical.choice, Quot.sound]
'IntrinsicAtomicOrbitalCharges.iao_density_eq_depolarised' depends on axioms: [propext, Classical.choice, Quot.sound]
```
